# If every configuration of finitely many spins has positive probability, the correlations of distinct nonempty clusters lie on no face of their correlation polytope selected by nonzero interactions

Take one spin $\sigma=\pm1$ that points up with probability $q$, where $0<q<1$. Its average is $\xi=2q-1$, and with energy $J\sigma$, $J\neq0$, the mean energy $J\xi$ lies strictly between $-|J|$ and $|J|$. The allowed averages fill the interval $[-1,1]$, and the endpoints are reached only if one of the two states has probability zero.

I believe the same holds for any finite set of spins and any choice of clusters in a cluster expansion: if every configuration has positive probability, the correlations satisfy every ground-state inequality strictly, so they never touch the boundary faces of the correlation polytope. Can this be stated rigorously, with the conditions on the clusters spelled out, and proved in a form that a machine checks?

## Positive weights on an energy that is not constant

Yes, provided the clusters are distinct and nonempty. Two spins already show what a face means. With the clusters $\{1\},\{2\},\{1,2\}$ and all interactions equal to 1, the energy $\sigma_1+\sigma_2+\sigma_1\sigma_2$ is $3$ for both spins up and $-1$ otherwise. The mean energy is therefore $-1+4p(\uparrow\uparrow)$, and it reaches the minimum only if $p(\uparrow\uparrow)=0$.

For $N$ spins, let $p(\sigma)$ be the probability of configuration $\sigma$. For a set $S$ of sites, define the cluster function and its correlation by
$$\Phi_S(\sigma)=\prod_{i\in S}\sigma_i,\qquad \xi_S=\sum_\sigma p(\sigma)\,\Phi_S(\sigma).$$
Choose distinct nonempty clusters $C_k$ with interactions $J_k$, not all zero, and write $E(\sigma)=\sum_k J_k\Phi_{C_k}(\sigma)$.

**Different cluster functions are orthogonal.** If $S\neq T$, some site $i$ belongs to exactly one of them. The product $\Phi_S\Phi_T$ is a product of one factor per site, so its sum over configurations factorises into a product of single-site sums. The factor from site $i$ is $(+1)+(-1)=0$, hence $\sum_\sigma\Phi_S\Phi_T=0$. For $S=T$ every term is 1 and the sum is $2^N$.

**The energy is not constant.** Suppose $E(\sigma)=c$ for all $\sigma$. Multiplying by $\Phi_{C_k}$ and summing gives
$$2^N J_k=\sum_\sigma E(\sigma)\Phi_{C_k}(\sigma)=c\sum_\sigma\Phi_{C_k}(\sigma)=0.$$
The last sum vanishes because $C_k$ is nonempty and $\Phi_\emptyset=1$. So every $J_k$ would be zero, contrary to the assumption.

**The mean is strictly above any lower bound.** Exchanging the two sums gives $\sum_k J_k\xi_{C_k}=\sum_\sigma p(\sigma)E(\sigma)$. Let $m\le E(\sigma)$ for all $\sigma$. Since $E$ is not constant, some $\sigma_0$ has $E(\sigma_0)>m$. Every configuration has positive probability by assumption, so
$$\sum_k J_k\xi_{C_k}-m=\sum_\sigma p(\sigma)\,[E(\sigma)-m]\ \ge\ p(\sigma_0)\,[E(\sigma_0)-m]>0.$$
With $m=E_{\min}$ this is the lower inequality. Applied to $-J$, with $m=-E_{\max}$, it gives the upper one.

**No face contains the correlations.** The polytope is the convex hull of the vectors $v(\sigma)=(\Phi_{C_k}(\sigma))_k$. The correlation vector $\xi=\sum_\sigma p(\sigma)v(\sigma)$ belongs to it. If $\xi$ minimised $J\cdot x$ over the polytope, then $J\cdot\xi\le J\cdot v(\sigma)=E(\sigma)$ for every $\sigma$. Thus $m=J\cdot\xi$ would be a lower bound on the energies, and the previous step would give $J\cdot\xi<J\cdot\xi$.

**When the minimum is reached.** If some probabilities may vanish, $J\cdot\xi-E_{\min}=\sum_\sigma p(\sigma)[E(\sigma)-E_{\min}]$ is still a sum of nonnegative terms. It is zero exactly when every configuration with $p(\sigma)\neq0$ is a ground configuration of $E$.

## Sites, clusters and faces as Lean objects

The finite type `ι` labels the sites, and a configuration is a function `ι → Bool`, which `spin` converts to $\pm1$. The finite type `κ` labels the chosen clusters, and `C : κ → Finset ι` lists them. This list may be as short as one likes, so truncated expansions are included. The definitions `cluster`, `correlation` and `energy` are $\Phi_S$, $\xi_S$ and $E$. There are no multiplicities or per-site normalisations, and the energy has no constant term.

The hypotheses have the following physical content:

- `hp : ∀ σ, 0 < p σ` says that no configuration is forbidden, and `h1` normalises the distribution.
- `Function.Injective C` says that no cluster is listed twice. Otherwise opposite interactions on the two copies would cancel.
- `(C k).Nonempty` excludes the empty cluster, which only shifts the zero of energy.
- `J ≠ 0` says that at least one interaction is nonzero.

The theorem `energy_strictly_between` states the two strict inequalities. In `correlations_on_no_face`, the set `face C J` consists of the points of the polytope at which $J\cdot x$ is least. For $J=0$ this is the whole polytope, which is why only nonzero $J$ are considered.

`boltzmann_on_no_face` specialises to $p\propto e^{-\beta H}$. Here `H` is any real function of the configuration and need not be expressible in the chosen clusters; $J$ only selects the face being tested. The inverse temperature `β` is any real number.

The model is a finite system of two-state sites. Infinite lattices, alloys with three or more species, and hard exclusions (infinite energies) are not covered. The theorems also give no distance from the faces, which can become very small on cooling.

```lean
import Mathlib

open Finset

namespace CorrelationPolytopeFaces

noncomputable section

variable {ι κ : Type*} [Fintype ι] [DecidableEq ι] [Fintype κ]

/-- The value +1 or -1 of a two-state spin. -/
def spin (b : Bool) : ℝ := if b then 1 else -1

/-- The cluster function: the product of the spins on the sites of `S`. -/
def cluster (S : Finset ι) (σ : ι → Bool) : ℝ := ∏ i ∈ S, spin (σ i)

/-- The correlation of the cluster `S`: the average of its cluster function under `p`. -/
def correlation (p : (ι → Bool) → ℝ) (S : Finset ι) : ℝ := ∑ σ, p σ * cluster S σ

/-- The cluster-expansion energy of a configuration, with interaction `J k` on cluster `C k`. -/
def energy (C : κ → Finset ι) (J : κ → ℝ) (σ : ι → Bool) : ℝ :=
  ∑ k, J k * cluster (C k) σ

/-- The lowest energy of any configuration. -/
def minEnergy (C : κ → Finset ι) (J : κ → ℝ) : ℝ :=
  (univ : Finset (ι → Bool)).inf' univ_nonempty (energy C J)

/-- The highest energy of any configuration. -/
def maxEnergy (C : κ → Finset ι) (J : κ → ℝ) : ℝ :=
  (univ : Finset (ι → Bool)).sup' univ_nonempty (energy C J)

/-- The correlation polytope: the convex hull of the cluster vectors of all configurations. -/
def polytope (C : κ → Finset ι) : Set (κ → ℝ) :=
  convexHull ℝ (Set.range fun (σ : ι → Bool) (k : κ) => cluster (C k) σ)

/-- The face of the correlation polytope on which the energy with interactions `J` is least. -/
def face (C : κ → Finset ι) (J : κ → ℝ) : Set (κ → ℝ) :=
  {x | x ∈ polytope C ∧ ∀ y ∈ polytope C, ∑ k, J k * x k ≤ ∑ k, J k * y k}

/-- The Boltzmann distribution of a Hamiltonian `H` at inverse temperature `β`. -/
def boltzmann (β : ℝ) (H : (ι → Bool) → ℝ) (σ : ι → Bool) : ℝ :=
  Real.exp (-β * H σ) / ∑ τ, Real.exp (-β * H τ)

omit [Fintype ι] [DecidableEq ι] in
/-- A cluster function squares to one. -/
theorem cluster_mul_self (S : Finset ι) (σ : ι → Bool) :
    cluster S σ * cluster S σ = 1 := by
  unfold cluster
  rw [← Finset.prod_mul_distrib]
  apply Finset.prod_eq_one
  intro i _
  cases σ i <;> simp [spin]

/-- The functions of two different clusters are orthogonal under the sum over configurations. -/
theorem cluster_orthogonal {S T : Finset ι} (h : S ≠ T) :
    ∑ σ : ι → Bool, cluster S σ * cluster T σ = 0 := by
  -- some site belongs to exactly one of the clusters
  obtain ⟨i, hi⟩ : ∃ i, ¬(i ∈ S ↔ i ∈ T) := by
    by_contra hcon
    exact h (Finset.ext fun i => not_not.mp fun hi => hcon ⟨i, hi⟩)
  let g : ι → Bool → ℝ := fun j b =>
    (if j ∈ S then spin b else 1) * (if j ∈ T then spin b else 1)
  have hg : ∀ σ : ι → Bool, cluster S σ * cluster T σ = ∏ j, g j (σ j) := by
    intro σ
    simp only [g, cluster, Finset.prod_mul_distrib, Finset.prod_ite_mem, Finset.univ_inter]
  -- the sum over configurations factorises over sites
  have hf : ∏ j, ∑ b : Bool, g j b = ∑ σ : ι → Bool, ∏ j, g j (σ j) := by
    rw [Finset.prod_univ_sum, Fintype.piFinset_univ]
  rw [Finset.sum_congr rfl fun σ _ => hg σ, ← hf]
  apply Finset.prod_eq_zero (mem_univ i)
  by_cases hS : i ∈ S <;> by_cases hT : i ∈ T <;> simp_all [g, spin]

/-- If distinct nonempty clusters give every configuration the same energy, then all the
interactions vanish. -/
theorem interactions_eq_zero_of_constant {C : κ → Finset ι} (hC : Function.Injective C)
    (hne : ∀ k, (C k).Nonempty) {J : κ → ℝ} {c : ℝ} (h : ∀ σ, energy C J σ = c) :
    J = 0 := by
  funext k
  -- project the energy on the cluster function of `C k`
  have hk : ∑ σ, energy C J σ * cluster (C k) σ = J k * (Fintype.card (ι → Bool) : ℝ) := by
    simp_rw [energy, Finset.sum_mul]
    rw [Finset.sum_comm, Finset.sum_eq_single k]
    · simp_rw [mul_assoc, cluster_mul_self]
      rw [Finset.sum_const, Finset.card_univ, nsmul_eq_mul]
      ring
    · intro l _ hl
      simp_rw [mul_assoc]
      rw [← Finset.mul_sum, cluster_orthogonal (fun e => hl (hC e)), mul_zero]
    · intro hn
      exact absurd (mem_univ k) hn
  have h0 : ∑ σ, energy C J σ * cluster (C k) σ = 0 := by
    have ho := cluster_orthogonal (hne k).ne_empty
    simp only [cluster, Finset.prod_empty, mul_one] at ho
    simp_rw [h]
    rw [← Finset.mul_sum]
    simp only [cluster, ho, mul_zero]
  rw [h0] at hk
  have hcard : (Fintype.card (ι → Bool) : ℝ) ≠ 0 := Nat.cast_ne_zero.mpr Fintype.card_ne_zero
  exact (mul_eq_zero.mp hk.symm).resolve_right hcard

/-- The interactions contracted with the correlations give the mean energy. -/
theorem sum_correlation_eq_mean (C : κ → Finset ι) (J : κ → ℝ) (p : (ι → Bool) → ℝ) :
    ∑ k, J k * correlation p (C k) = ∑ σ, p σ * energy C J σ := by
  simp_rw [correlation, energy, Finset.mul_sum]
  rw [Finset.sum_comm]
  exact Finset.sum_congr rfl fun σ _ => Finset.sum_congr rfl fun k _ => by ring

/-- When every configuration has positive probability and the interactions, on distinct nonempty
clusters, are not all zero, the mean energy lies strictly above every lower bound on the energies.
-/
theorem lower_bound_lt_mean {C : κ → Finset ι} (hC : Function.Injective C)
    (hne : ∀ k, (C k).Nonempty) {p : (ι → Bool) → ℝ} (hp : ∀ σ, 0 < p σ)
    (h1 : ∑ σ, p σ = 1) {J : κ → ℝ} (hJ : J ≠ 0) {m : ℝ} (hm : ∀ σ, m ≤ energy C J σ) :
    m < ∑ k, J k * correlation p (C k) := by
  obtain ⟨σ₀, h₀⟩ : ∃ σ, m < energy C J σ := by
    by_contra hcon
    exact hJ (interactions_eq_zero_of_constant hC hne fun σ =>
      le_antisymm (le_of_not_gt fun hlt => hcon ⟨σ, hlt⟩) (hm σ))
  rw [sum_correlation_eq_mean]
  calc m = ∑ σ, p σ * m := by rw [← Finset.sum_mul, h1, one_mul]
    _ < ∑ σ, p σ * energy C J σ :=
      Finset.sum_lt_sum (fun σ _ => mul_le_mul_of_nonneg_left (hm σ) (hp σ).le)
        ⟨σ₀, mem_univ _, mul_lt_mul_of_pos_left h₀ (hp σ₀)⟩

/-- For a distribution positive on every configuration and interactions that are not all zero
on distinct nonempty clusters, `∑ J ξ` is strictly between the extreme energies. -/
theorem energy_strictly_between {C : κ → Finset ι} (hC : Function.Injective C)
    (hne : ∀ k, (C k).Nonempty) {p : (ι → Bool) → ℝ} (hp : ∀ σ, 0 < p σ)
    (h1 : ∑ σ, p σ = 1) {J : κ → ℝ} (hJ : J ≠ 0) :
    minEnergy C J < ∑ k, J k * correlation p (C k) ∧
      ∑ k, J k * correlation p (C k) < maxEnergy C J := by
  refine ⟨lower_bound_lt_mean hC hne hp h1 hJ fun σ => Finset.inf'_le _ (mem_univ σ), ?_⟩
  -- the upper bound is the lower bound for the reversed interactions
  have h := lower_bound_lt_mean hC hne hp h1 (neg_ne_zero.mpr hJ) (m := -maxEnergy C J) (by
    intro σ
    have hle : energy C J σ ≤ maxEnergy C J := Finset.le_sup' _ (mem_univ σ)
    have hneg : energy C (-J) σ = -energy C J σ := by
      simp [energy, Finset.sum_neg_distrib]
    linarith)
  simp only [Pi.neg_apply, neg_mul, Finset.sum_neg_distrib] at h
  linarith

/-- For distinct nonempty clusters, the correlations of a distribution positive on every
configuration belong to the correlation polytope and lie on no face selected by interactions that
are not all zero. -/
theorem correlations_on_no_face {C : κ → Finset ι} (hC : Function.Injective C)
    (hne : ∀ k, (C k).Nonempty) {p : (ι → Bool) → ℝ} (hp : ∀ σ, 0 < p σ)
    (h1 : ∑ σ, p σ = 1) :
    (fun k => correlation p (C k)) ∈ polytope C ∧
      ∀ J : κ → ℝ, J ≠ 0 → (fun k => correlation p (C k)) ∉ face C J := by
  constructor
  · have hx : (fun k => correlation p (C k)) =
        ∑ σ : ι → Bool, p σ • (fun k => cluster (C k) σ) := by
      funext k
      simp [correlation, Finset.sum_apply]
    rw [hx]
    exact (convex_convexHull ℝ _).sum_mem (fun σ _ => (hp σ).le) h1
      (fun σ _ => subset_convexHull ℝ _ ⟨σ, rfl⟩)
  · intro J hJ hmem
    -- on a face the mean energy would be a lower bound, hence strictly below itself
    exact lt_irrefl _ (lower_bound_lt_mean hC hne hp h1 hJ fun σ =>
      hmem.2 (fun k => cluster (C k) σ) (subset_convexHull ℝ _ ⟨σ, rfl⟩))

/-- For distinct nonempty clusters, the correlations of a Boltzmann distribution, for any
Hamiltonian and any finite inverse temperature, lie in the correlation polytope and on no face
selected by interactions that are not all zero. -/
theorem boltzmann_on_no_face {C : κ → Finset ι} (hC : Function.Injective C)
    (hne : ∀ k, (C k).Nonempty) (β : ℝ) (H : (ι → Bool) → ℝ) :
    (fun k => correlation (boltzmann β H) (C k)) ∈ polytope C ∧
      ∀ J : κ → ℝ, J ≠ 0 → (fun k => correlation (boltzmann β H) (C k)) ∉ face C J := by
  have hZ : 0 < ∑ τ, Real.exp (-β * H τ) :=
    Finset.sum_pos (fun τ _ => Real.exp_pos _) univ_nonempty
  apply correlations_on_no_face hC hne
  · intro σ
    exact div_pos (Real.exp_pos _) hZ
  · simp only [boltzmann]
    rw [← Finset.sum_div, div_self hZ.ne']

/-- For any probability distribution, `∑ J ξ` equals the minimum energy exactly when every
configuration of nonzero probability has the minimum energy. -/
theorem eq_minEnergy_iff (C : κ → Finset ι) (J : κ → ℝ) {p : (ι → Bool) → ℝ}
    (hp : ∀ σ, 0 ≤ p σ) (h1 : ∑ σ, p σ = 1) :
    ∑ k, J k * correlation p (C k) = minEnergy C J ↔
      ∀ σ, p σ ≠ 0 → energy C J σ = minEnergy C J := by
  have hm : ∀ σ, minEnergy C J ≤ energy C J σ := fun σ => Finset.inf'_le _ (mem_univ σ)
  -- the excess of the mean energy is a sum of nonnegative terms
  have hs : ∑ σ, p σ * (energy C J σ - minEnergy C J) =
      ∑ k, J k * correlation p (C k) - minEnergy C J := by
    simp_rw [mul_sub]
    rw [Finset.sum_sub_distrib, ← Finset.sum_mul, h1, one_mul, sum_correlation_eq_mean]
  rw [← sub_eq_zero, ← hs, Finset.sum_eq_zero_iff_of_nonneg
    (fun σ _ => mul_nonneg (hp σ) (sub_nonneg.mpr (hm σ)))]
  constructor
  · intro h σ hσ
    exact sub_eq_zero.mp ((mul_eq_zero.mp (h σ (mem_univ σ))).resolve_left hσ)
  · intro h σ _
    by_cases hσ : p σ = 0
    · rw [hσ, zero_mul]
    · rw [h σ hσ, sub_self, mul_zero]

end

end CorrelationPolytopeFaces
```

```lean
#print axioms CorrelationPolytopeFaces.energy_strictly_between
#print axioms CorrelationPolytopeFaces.correlations_on_no_face
#print axioms CorrelationPolytopeFaces.boltzmann_on_no_face
#print axioms CorrelationPolytopeFaces.eq_minEnergy_iff
```

```
'CorrelationPolytopeFaces.energy_strictly_between' depends on axioms: [propext, Classical.choice, Quot.sound]
'CorrelationPolytopeFaces.correlations_on_no_face' depends on axioms: [propext, Classical.choice, Quot.sound]
'CorrelationPolytopeFaces.boltzmann_on_no_face' depends on axioms: [propext, Classical.choice, Quot.sound]
'CorrelationPolytopeFaces.eq_minEnergy_iff' depends on axioms: [propext, Classical.choice, Quot.sound]
```

## How the Lean proof follows the derivation

`cluster_mul_self` proves $\Phi_S^2=1$ site by site. `cluster_orthogonal` first finds the site `i` that belongs to exactly one cluster, then writes the product of the two cluster functions as a product of single-site factors `g j (σ j)`. `Finset.prod_univ_sum` is the factorisation of the configuration sum, and `Finset.prod_eq_zero` applies once the factor at `i` is shown to vanish.

`interactions_eq_zero_of_constant` evaluates the projection of the energy on $\Phi_{C_k}$ twice. In `hk`, orthogonality leaves only the term $J_k$ times the number of configurations; injectivity of `C` enters here. In `h0`, the constant energy gives zero, by orthogonality to the empty cluster.

`sum_correlation_eq_mean` exchanges the sums. `lower_bound_lt_mean` obtains $\sigma_0$ by contradiction: if no energy exceeded `m`, all would equal it, and the interactions would vanish. `Finset.sum_lt_sum` then compares the averages term by term, with a strict inequality at `σ₀`.

`energy_strictly_between` uses this lemma once for `J` and once for `-J`. In `correlations_on_no_face`, membership in the polytope comes from the convexity lemma `sum_mem`, with the probabilities as weights, and the second part ends in `lt_irrefl`, the contradiction $J\cdot\xi<J\cdot\xi$. For the Boltzmann case it remains to check that the weights are positive and sum to one. `eq_minEnergy_iff` writes the excess energy as a sum of nonnegative terms and uses that such a sum vanishes only if each term does.

## Correlation vectors in a cluster-expansion calculation

For a binary alloy on a finite cell, a cluster-expansion code can compute $J\cdot\xi$ as a dot product of interactions and averaged correlations. If the exact minimum energy of the same cell is known, $J\cdot\xi\ge E_{\min}$ is a simple consistency check. A violation beyond rounding error points to a mismatch, for instance in multiplicities or in the constant term.

Codes often store one correlation per class of symmetry-equivalent clusters. Giving all members of a class the same $J_k$ brings this into the present form, as long as, on the periodic cell, the clusters remain distinct and none contains two images of the same site. In a very small cell either condition can fail. Two images of one site contribute $\sigma_i^2=1$ and must be dropped from the cluster; if nothing is left, the term is a constant and is removed. Clusters that coincide after this must have their interactions added. The strict inequalities then require that the resulting interactions are not all zero.

Equality in the check need not signal an error when $\xi$ is estimated by Monte Carlo. The estimate is an average over the visited configurations only, and a cold run that records nothing but ground configurations gives exactly $E_{\min}$, as `eq_minEnergy_iff` describes.

Simulations at fixed composition also lack full support. If $\sum_i\sigma_i=M$ in every allowed configuration, then $(\sum_i\sigma_i-M)^2$ takes its minimum, zero, on precisely those configurations. Up to a constant, this is an energy with point and pair interactions. When all points and pairs are among the chosen clusters, the fixed-composition correlations therefore do lie on a face, at any temperature. The strict result applies to the ensemble in which the composition fluctuates.
